# The first moment of a Lorentzian level at $e$ with half-width $\eta$ over $[-L, cL]$ tends to $e + (\eta/\pi)\ln c$

Q: I compute the Green's function of a finite cluster at a small distance $\eta>0$ above the real energy axis, so every level becomes a Lorentzian. To check the first-moment sum rule I integrate energy times spectral function over a grid from $-20$ to $40$ eV. The result misses the mean level energy, and a grid from $-200$ to $400$ eV doesn't repair it. Shouldn't a wide enough window give the level energy?

A: Not if the upper edge stays twice as far from zero as the lower one. Take one level at energy $e$, with unit weight:

$$\rho(w) = -\frac1\pi\,\mathrm{Im}\,\frac{1}{w-e+i\eta} = \frac{\eta/\pi}{(w-e)^2+\eta^2}.$$

Far out, $w\rho(w)$ falls off only as $\eta/(\pi w)$. The stretch from $L$ to $cL$ therefore contributes about $(\eta/\pi)\ln c$, however large $L$ is. Your windows have $c=2$; with $\eta=0.1$ eV the limiting shift is about $0.022$ eV.

Q: That is an estimate of the tail. What is the full calculation?

A: Write $w=(w-e)+e$ and integrate the two parts. A primitive of $w\rho(w)$ is

$$F_e(w)=\frac e\pi\arctan\frac{w-e}{\eta}+\frac{\eta}{2\pi}\ln\big((w-e)^2+\eta^2\big).$$

Differentiation confirms it:

$$F_e'(w)=\frac{e\,\eta/\pi+(w-e)\,\eta/\pi}{(w-e)^2+\eta^2}=w\rho(w).$$

At a distant upper edge $x>0$, the arctangent tends to $\pi/2$, and

$$\ln\big((x-e)^2+\eta^2\big)=2\ln x+\ln\big((1-e/x)^2+(\eta/x)^2\big),$$

where the last logarithm tends to zero. Hence $F_e(x)-(\eta/\pi)\ln x\to e/2$. For the lower edge, the arctangent is odd, so $F_e(-x)=F_{-e}(x)$, and $F_e(-x)-(\eta/\pi)\ln x\to -e/2$.

Now let the window be $[-A,B]$ with $A,B\to\infty$. Subtracting the edges gives

$$\int_{-A}^{B}w\rho(w)\,dw-\frac\eta\pi\ln\frac BA\;\to\; e.$$

For $A=L$ and $B=cL$ the ratio is $c$, and the moment tends to $e+(\eta/\pi)\ln c$. A symmetric window, $c=1$, returns $e$.

Q: I accept that. But does the Lean version speak about this integral, or about some convenient substitute?

A: About this integral. The line shape is an explicit function, with `w` for the energy usually written $\omega$ and `e` for the level energy, neither a charge nor the base of logarithms. The parameter `η` is the half-width at half maximum.

```lean
import Mathlib

open Filter
open scoped Real Topology

namespace LorentzianWindow

noncomputable section

/-- Lorentzian line of a level at energy `e` with half-width `η`, normalised to unit weight
for `η > 0`; the formula is meant for `η ≠ 0`. -/
def lorentzian (e η w : ℝ) : ℝ := η / π / ((w - e) ^ 2 + η ^ 2)
```

The moment is the ordinary integral between two finite edges. Infinite windows enter only as limits of finite ones, so no value is assigned in advance to an integral over the whole axis.

```lean
/-- First moment of a spectral function `S` over the energy window from `a` to `b`. -/
def firstMoment (S : ℝ → ℝ) (a b : ℝ) : ℝ := ∫ w in a..b, w * S w
```

The function $F_e$ appears as `momentPrimitive e η`.

```lean
/-- The sum of an arctangent and a logarithm that serves as primitive of `w` times the
Lorentzian; the formula is meant for `η ≠ 0`. -/
def momentPrimitive (e η w : ℝ) : ℝ :=
  e / π * Real.arctan ((w - e) / η) + η / (2 * π) * Real.log ((w - e) ^ 2 + η ^ 2)
```

Q: That takes the logarithm of an energy squared. A physicist would object.

A: Energies here are real numbers in one fixed unit. A change of unit rescales $F_e$ like any energy and also adds a constant, which cancels between the two edges. The final formulas contain only the logarithm of a ratio.

Q: Then how is the derivative checked?

A: `h1` and `h2` differentiate the arguments of the arctangent and the logarithm, and `h3` applies the chain rule. `hA` puts $1+((w-e)/\eta)^2$ over the denominator $\eta^2$; `field_simp` and `ring` then combine the fractions as we did above.

```lean
/-- For `η > 0` the derivative of `momentPrimitive` is the energy times the Lorentzian. -/
theorem hasDerivAt_momentPrimitive (e : ℝ) {η : ℝ} (hη : 0 < η) (w : ℝ) :
    HasDerivAt (momentPrimitive e η) (w * lorentzian e η w) w := by
  have hD : (w - e) ^ 2 + η ^ 2 ≠ 0 := by positivity
  have h1 : HasDerivAt (fun w : ℝ => (w - e) / η) (1 / η) w :=
    ((hasDerivAt_id' w).sub_const e).div_const η
  have h2 : HasDerivAt (fun w : ℝ => (w - e) ^ 2 + η ^ 2) (2 * (w - e)) w := by
    have h := (((hasDerivAt_id' w).sub_const e).fun_pow 2).add_const (η ^ 2)
    exact h.congr_deriv (by norm_num)
  have h3 : HasDerivAt (momentPrimitive e η)
      (e / π * (1 / (1 + ((w - e) / η) ^ 2) * (1 / η))
        + η / (2 * π) * (2 * (w - e) / ((w - e) ^ 2 + η ^ 2))) w :=
    (h1.arctan.const_mul (e / π)).fun_add ((h2.log hD).const_mul (η / (2 * π)))
  have hA : 1 + ((w - e) / η) ^ 2 = ((w - e) ^ 2 + η ^ 2) / η ^ 2 := by
    rw [div_pow, add_div, div_self (pow_ne_zero 2 hη.ne'), add_comm]
  refine h3.congr_deriv ?_
  rw [hA]
  unfold lorentzian
  field_simp
  ring
```

Since $\eta>0$, the denominator of the Lorentzian never vanishes, so the integrand is continuous. The fundamental theorem of calculus then gives the exact moment in any finite window as a difference of two values of $F_e$.

```lean
/-- The integrand of the first moment is continuous for `η > 0`. -/
theorem continuous_moment_integrand (e : ℝ) {η : ℝ} (hη : 0 < η) :
    Continuous (fun w => w * lorentzian e η w) := by
  unfold lorentzian
  exact continuous_id.mul (continuous_const.div (by fun_prop) (fun w => by positivity))

/-- Exact first moment of a Lorentzian level with `η > 0` in a finite window. -/
theorem firstMoment_lorentzian (e : ℝ) {η : ℝ} (hη : 0 < η) (a b : ℝ) :
    firstMoment (lorentzian e η) a b = momentPrimitive e η b - momentPrimitive e η a :=
  intervalIntegral.integral_eq_sub_of_hasDerivAt
    (fun w _ => hasDerivAt_momentPrimitive e hη w)
    ((continuous_moment_integrand e hη).intervalIntegrable _ _)
```

Q: Where does the large-window expansion enter?

A: In the next lemma, one edge at a time. `harc` is the limit of the arctangent. `hr` says that the denominator divided by $x^2$ tends to one, obtained by continuity from $x^{-1}\to0$. The closing lines split off $2\ln x$, which is allowed because $x$ is eventually positive.

```lean
/-- For `η > 0`, the value of `momentPrimitive e η` at `x`, minus `(η/π) ln x`, tends to `e/2` as
`x` goes to infinity. -/
theorem edge_contribution (e : ℝ) {η : ℝ} (hη : 0 < η) :
    Tendsto (fun x => momentPrimitive e η x - η / π * Real.log x) atTop (𝓝 (e / 2)) := by
  have hpi := Real.pi_ne_zero
  have harg : Tendsto (fun x : ℝ => (x - e) / η) atTop atTop :=
    (tendsto_atTop_add_const_right atTop (-e) tendsto_id).atTop_div_const hη
  have harc : Tendsto (fun x : ℝ => Real.arctan ((x - e) / η)) atTop (𝓝 (π / 2)) :=
    (Real.tendsto_arctan_atTop.mono_right nhdsWithin_le_nhds).comp harg
  -- the denominator divided by `x²` tends to one
  have hcont : Continuous (fun y : ℝ => (1 - e * y) ^ 2 + (η * y) ^ 2) := by fun_prop
  have hr : Tendsto (fun x : ℝ => (1 - e * x⁻¹) ^ 2 + (η * x⁻¹) ^ 2) atTop (𝓝 1) :=
    (hcont.tendsto' 0 1 (by norm_num)).comp tendsto_inv_atTop_zero
  have h := (harc.const_mul (e / π)).add ((hr.log one_ne_zero).const_mul (η / (2 * π)))
  have hlim : e / π * (π / 2) + η / (2 * π) * Real.log 1 = e / 2 := by
    rw [Real.log_one, mul_zero, add_zero]
    field_simp
  rw [hlim] at h
  refine h.congr' ?_
  filter_upwards [eventually_gt_atTop 0] with x hx
  have hD : (x - e) ^ 2 + η ^ 2 ≠ 0 := by positivity
  have hq : (1 - e * x⁻¹) ^ 2 + (η * x⁻¹) ^ 2 = ((x - e) ^ 2 + η ^ 2) / x ^ 2 := by
    field_simp
  simp only [momentPrimitive]
  rw [hq, Real.log_div hD (pow_ne_zero 2 hx.ne'), Real.log_pow]
  push_cast
  ring
```

Q: My two grid limits come from different settings in the input. Must they grow in proportion?

A: No. In the following theorem the edges are functions `A` and `B` of an index `i`, and the filter `l` says how the index runs, for instance through a sequence of ever larger grids. The only assumption on the window is that both edges go to infinity; the lower edge sits at $-A$. `hrefl` is the reflection $F_e(-x)=F_{-e}(x)$, and the rest subtracts the two edge limits.

```lean
/-- For `η > 0` and any window `[-A, B]` whose two edges go to infinity, the first moment minus
`(η/π) ln (B/A)` tends to the level energy `e`. -/
theorem firstMoment_sub_log {ι : Type*} {l : Filter ι} {A B : ι → ℝ} (e : ℝ) {η : ℝ}
    (hη : 0 < η) (hA : Tendsto A l atTop) (hB : Tendsto B l atTop) :
    Tendsto (fun i => firstMoment (lorentzian e η) (-A i) (B i)
      - η / π * Real.log (B i / A i)) l (𝓝 e) := by
  -- reflecting the energy axis turns the lower edge into an upper edge
  have hrefl : ∀ x, momentPrimitive e η (-x) = momentPrimitive (-e) η x := by
    intro x
    have h1 : (-x - e) / η = -((x - -e) / η) := by ring
    have h2 : (-x - e) ^ 2 = (x - -e) ^ 2 := by ring
    simp only [momentPrimitive]
    rw [h1, h2, Real.arctan_neg]
    ring
  have h := ((edge_contribution e hη).comp hB).sub ((edge_contribution (-e) hη).comp hA)
  have hlim : e / 2 - -e / 2 = e := by ring
  rw [hlim] at h
  refine h.congr' ?_
  filter_upwards [hA.eventually_gt_atTop 0, hB.eventually_gt_atTop 0] with i ha hb
  simp only [Function.comp_apply]
  rw [firstMoment_lorentzian e hη, hrefl, Real.log_div hb.ne' ha.ne']
  ring
```

Q: So if the ratio $B/A$ settles at $c$, I get the shift. Could some other sequence of windows reach the same limit without the ratio settling?

A: No, the statement is an equivalence: for $c>0$, the moment tends to $e+(\eta/\pi)\ln c$ exactly when $B/A\to c$. In one direction, continuity of the logarithm suffices. In the other, subtract the previous limit from the assumed one, multiply by $\pi/\eta$ to isolate $\ln(B/A)\to\ln c$, and exponentiate. With $c=1$, you recover the level energy exactly when the edge ratio tends to one. The difference $B-A$ may still grow, provided that it grows more slowly than $A$.

```lean
/-- Let `η > 0`, `c > 0` and let both edges of the window `[-A, B]` go to infinity. The first
moment tends to `e + (η/π) ln c` if and only if the edge ratio `B/A` tends to `c`. -/
theorem firstMoment_tendsto_iff {ι : Type*} {l : Filter ι} {A B : ι → ℝ} (e : ℝ) {η c : ℝ}
    (hη : 0 < η) (hc : 0 < c) (hA : Tendsto A l atTop) (hB : Tendsto B l atTop) :
    Tendsto (fun i => firstMoment (lorentzian e η) (-A i) (B i)) l
      (𝓝 (e + η / π * Real.log c)) ↔ Tendsto (fun i => B i / A i) l (𝓝 c) := by
  have hcore := firstMoment_sub_log e hη hA hB
  have hpi := Real.pi_ne_zero
  have key : ∀ y : ℝ, π / η * (η / π * y) = y := by
    intro y
    field_simp
  constructor
  · intro h
    -- isolate the logarithm of the edge ratio, then exponentiate
    have h1 := (h.sub hcore).const_mul (π / η)
    rw [add_sub_cancel_left, key] at h1
    have h2 : Tendsto (fun i => Real.log (B i / A i)) l (𝓝 (Real.log c)) :=
      h1.congr fun i => by simp only [sub_sub_cancel, key]
    have h3 := (Real.continuous_exp.tendsto _).comp h2
    rw [Real.exp_log hc] at h3
    refine h3.congr' ?_
    filter_upwards [hA.eventually_gt_atTop 0, hB.eventually_gt_atTop 0] with i ha hb
    exact Real.exp_log (div_pos hb ha)
  · intro h
    exact (hcore.add ((h.log hc.ne').const_mul (η / π))).congr fun i => by ring
```

The window $[-L,cL]$ is the case $A=L$, $B=cL$, whose ratio equals $c$ for every $L>0$.

```lean
/-- For `η > 0` and `c > 0`, the first moment of a Lorentzian level over `[-L, cL]` tends to
`e + (η/π) ln c` as `L` goes to infinity. -/
theorem firstMoment_asymmetric_window (e : ℝ) {η c : ℝ} (hη : 0 < η) (hc : 0 < c) :
    Tendsto (fun L : ℝ => firstMoment (lorentzian e η) (-L) (c * L)) atTop
      (𝓝 (e + η / π * Real.log c)) := by
  refine (firstMoment_tendsto_iff e hη hc tendsto_id (tendsto_id.const_mul_atTop hc)).2 ?_
  refine tendsto_const_nhds.congr' ?_
  filter_upwards [eventually_gt_atTop (0 : ℝ)] with L hL
  exact (mul_div_cancel_right₀ c hL.ne').symm
```

Q: Then a suitable window could give me any first moment I like?

A: For this line shape, yes. Given a real target $m$, solve $m=e+(\eta/\pi)\ln c$ to get $c=\exp(\pi(m-e)/\eta)$, which is always positive, though it can be far out of practical reach: with $\eta=0.1$ eV, a shift of $1$ eV needs $c\approx4\times10^{13}$. The theorem says that this $c$ produces $m$ and that no other positive $c$ does. The second half uses the uniqueness of limits: a moment that tends to $m$ must have $m$ equal to the value already found.

```lean
/-- For `η > 0`, `c > 0` and any real `m`, the first moment over `[-L, cL]` tends to `m` as `L`
goes to infinity if and only if `c = exp (π (m - e) / η)`. -/
theorem firstMoment_tendsto_value_iff (e m : ℝ) {η c : ℝ} (hη : 0 < η) (hc : 0 < c) :
    Tendsto (fun L : ℝ => firstMoment (lorentzian e η) (-L) (c * L)) atTop (𝓝 m) ↔
      c = Real.exp (π * (m - e) / η) := by
  have hlim := firstMoment_asymmetric_window e hη hc
  have hpi := Real.pi_ne_zero
  constructor
  · intro h
    have hm := tendsto_nhds_unique h hlim
    have hlog : π * (m - e) / η = Real.log c := by
      rw [hm, add_sub_cancel_left]
      field_simp
    rw [hlog, Real.exp_log hc]
  · intro h
    have hm : e + η / π * Real.log c = m := by
      have hx : η / π * (π * (m - e) / η) = m - e := by field_simp
      rw [h, Real.log_exp, hx]
      ring
    rwa [hm] at hlim
```

Q: My cluster has many levels, not one.

A: Let level $k$ have energy $\varepsilon_k$, real weight $a_k$ and half-width $\eta_k>0$. The integral is linear in the spectral function, which is `hlin` in the proof, so the single-level limits add up to

$$\sum_k a_k\varepsilon_k+\Big(\sum_k\frac{a_k\eta_k}{\pi}\Big)\ln c.$$

The weights need not sum to one and may be negative. If they do sum to one and all widths equal $\eta$, the shift is again $(\eta/\pi)\ln c$.

```lean
/-- For finitely many levels `ε k` with real weights `a k` and half-widths `η k > 0`, and for
`c > 0`, the first moment over `[-L, cL]` tends to `∑ a ε + (∑ a η / π) ln c`. -/
theorem firstMoment_many_levels {κ : Type*} [Fintype κ] (a ε η : κ → ℝ) {c : ℝ}
    (hη : ∀ k, 0 < η k) (hc : 0 < c) :
    Tendsto (fun L : ℝ =>
        firstMoment (fun w => ∑ k, a k * lorentzian (ε k) (η k) w) (-L) (c * L)) atTop
      (𝓝 (∑ k, a k * ε k + (∑ k, a k * η k / π) * Real.log c)) := by
  -- the moment is linear in the spectral function
  have hlin : ∀ x y : ℝ, firstMoment (fun w => ∑ k, a k * lorentzian (ε k) (η k) w) x y
      = ∑ k, a k * firstMoment (lorentzian (ε k) (η k)) x y := by
    intro x y
    have hsum : ∀ w : ℝ, w * ∑ k, a k * lorentzian (ε k) (η k) w
        = ∑ k, a k * (w * lorentzian (ε k) (η k) w) := by
      intro w
      rw [Finset.mul_sum]
      exact Finset.sum_congr rfl fun k _ => by ring
    simp only [firstMoment, hsum]
    rw [intervalIntegral.integral_finsetSum fun k _ =>
      ((continuous_moment_integrand (ε k) (hη k)).const_mul (a k)).intervalIntegrable _ _]
    exact Finset.sum_congr rfl fun k _ => intervalIntegral.integral_const_mul _ _
  have h := tendsto_finsetSum Finset.univ fun k _ =>
    (firstMoment_asymmetric_window (ε k) (hη k) hc).const_mul (a k)
  have hlim : ∑ k, a k * (ε k + η k / π * Real.log c)
      = ∑ k, a k * ε k + (∑ k, a k * η k / π) * Real.log c := by
    rw [Finset.sum_mul, ← Finset.sum_add_distrib]
    exact Finset.sum_congr rfl fun k _ => by ring
  rw [hlim] at h
  exact h.congr fun L => (hlin (-L) (c * L)).symm

end

end LorentzianWindow
```

```lean
#print axioms LorentzianWindow.firstMoment_tendsto_value_iff
-- 'LorentzianWindow.firstMoment_tendsto_value_iff' depends on axioms: [propext, Classical.choice, Quot.sound]
#print axioms LorentzianWindow.firstMoment_many_levels
-- 'LorentzianWindow.firstMoment_many_levels' depends on axioms: [propext, Classical.choice, Quot.sound]
```

Q: Here is my remaining doubt. A measured spectrum, or that of an extended interacting system, need not have Lorentzian tails out to infinity.

A: Agreed, and that is the step you have to supply: that your spectral function really is a finite sum of Lorentzians with energy-independent widths, all the way to the window edges. For a diagonal element of the Green's function of a finite cluster in a finite basis, evaluated at $w+i\eta$, it follows from the Lehmann representation, which is used here as physical input. There $\eta$ is a numerical broadening and not a lifetime. With an energy-dependent self-energy the tails can fall off faster, and the first moment can then have a limit that doesn't depend on the window.

Q: What should I change in my sum-rule check?

A: For a finite set of levels with constant broadening, compare the integrated moment with the formula that includes the logarithm, or use a window whose edge ratio tends to one. At finite $L$ a remainder is generally still present. To include it, take the exact moment $F_e(b)-F_e(a)$ of each level, for a window from $a$ to $b$, and add these moments with the weights of the levels.
